# For a convex correlation integrand, omitting density scaling never raises the double-hybrid complement

## Half coupling with a curved integrand

A one-parameter double hybrid treats a fraction \(l\) of the electron–electron interaction with a wavefunction and leaves the remaining correlation energy to a density functional. Suppose that at coupling \(t\) the correlation integrand is \(w(t)=t^2-2t\), in arbitrary energy units, and take \(l=1/2\).

The integral of \(w\) from 0 to 1 is \(-2/3\), and from 0 to \(1/2\) it is \(-5/24\). The functional should therefore supply \(-2/3+5/24=-11/24\). Without density scaling it supplies \((1-\tfrac14)(-\tfrac23)=-12/24\), which is too low by \(1/24\).

The cause is the curvature. For every \(0<t\le1\), \(w(t/2)=t^2/4-t\) lies below \(\tfrac12w(t)=t^2/2-t\); at \(t=1\) the two values are \(-3/4\) and \(-1/2\). Averaged over \(t\), this means that the first half of the coupling range holds more than a quarter of the correlation energy.

## The complement with and without scaling

For a fixed density \(\rho\), let \(\Psi_t\) be the ground state with that density at coupling \(t\), \(\Phi\) the Kohn–Sham determinant and \(\hat W\) the electron repulsion. Then

\[
w(t)=\langle\Psi_t|\hat W|\Psi_t\rangle-\langle\Phi|\hat W|\Phi\rangle,\qquad c(l)=\int_0^l w(t)\,dt .
\]

Here \(l\) is the textbook \(\lambda\), and \(c(l)\) is usually written \(E_c^\lambda\). The exact complement is \(\int_l^1 w=c(1)-c(l)\). For \(l>0\), uniform coordinate scaling gives \(c(l)=l^2E_c[\rho_{1/l}]\), where \(E_c\) is the correlation functional at full coupling, so that \(c(1)=E_c[\rho]\), and \(\rho_{1/l}(\mathbf r)=l^{-3}\rho(\mathbf r/l)\). Replacing the scaled density by \(\rho\) turns \(c(l)\) into \(l^2c(1)\), and the complement into \((1-l^2)c(1)\).

## What is assumed and what follows

In Lean, `w : ℝ → ℝ` is any real function that meets three conditions on the coupling range `Icc 0 1`:

- `ContinuousOn`: the integrand has no jumps along the coupling path.
- `w 0 = 0`: at zero coupling the wavefunction is the Kohn–Sham determinant, so there is no correlation.
- `ConvexOn`: the slope of the integrand never decreases. A falling integrand therefore never falls faster at stronger coupling than at weaker coupling. This is assumed of the system, not derived from its Hamiltonian.

The definitions `couplingCorrelation`, `complementCorrelation` and `unscaledComplement` are \(c(l)\), \(\int_l^1w\) and \((1-l^2)c(1)\). The main statements are:

- `couplingCorrelation_le`: \(c(l)\le l^2c(1)\) for \(0\le l\le1\).
- `couplingCorrelation_eq_iff`: at any one \(l\) with \(0<l<1\), equality holds exactly when \(w(t)=t\,w(1)\) on all of \([0,1]\).
- `unscaledComplement_le`: for \(0<l<1\), the unscaled complement is at most the exact one, with the same equality condition.
- `quadratic_integrand_error`: \(t^2-2t\) is convex on \([0,1]\), and its error \(l^2c(1)-c(l)\) is \(l^2(1-l)/3\).

A linear integrand describes a correlation energy that is purely of second order in the coupling. At \(l=0\) and \(l=1\) the two sides of the bound agree for every \(w\), so equality there carries no information.

No density appears in the model. The step from it to a real double hybrid is the scaling relation \(c(l)=l^2E_c[\rho_{1/l}]\), which identifies \((1-l^2)c(1)\) as the result of leaving the density unscaled. For double-hybrid practice, the theorem gives the sign of the error from that omission when the correlation functional is exact and the integrand convex; errors of an approximate functional or of a perturbative wavefunction part come on top.

## Derivation

**Pointwise scaling.** Write \(lt=l\cdot t+(1-l)\cdot0\). Convexity and \(w(0)=0\) give

\[
w(lt)\le l\,w(t)+(1-l)\,w(0)=l\,w(t).
\]

**The bound.** Substituting \(s=lt\) in \(c(l)=\int_0^lw(s)\,ds\) and using the inequality above,

\[
c(l)=l\int_0^1w(lt)\,dt\le l\int_0^1l\,w(t)\,dt=l^2c(1).
\]

**Equality.** Let \(0<l<1\) and \(c(l)=l^2c(1)\). Dividing by \(l\) shows that \(l\,w(t)-w(lt)\) has zero integral over \([0,1]\). It is continuous and nonnegative, so it vanishes everywhere: \(w(lt)=l\,w(t)\). Starting from \(t=1\) and iterating, \(w(l^n)=l^nw(1)\).

Now take \(0<t\le1\). Pointwise scaling with factor \(t\) at the point 1 gives \(w(t)\le t\,w(1)\). For the reverse, choose \(n\) with \(l^n<t\) and scale the point \(t\) by \(l^n/t\):

\[
l^nw(1)=w(l^n)\le\frac{l^n}{t}\,w(t),
\]

hence \(t\,w(1)\le w(t)\). At \(t=0\) both sides are zero, so \(w\) is linear.

Conversely, if \(w(t)=t\,w(1)\), then \(w(lt)=l\,w(t)\), and the substitution formula gives \(c(l)=l^2c(1)\).

**The complement.** Since \(\int_l^1w=c(1)-c(l)\),

\[
\int_l^1w(t)\,dt-(1-l^2)c(1)=l^2c(1)-c(l)\ge0 .
\]

**The example.** For weights \(a,b\ge0\) with \(a+b=1\),

\[
ax^2+by^2-(ax+by)^2=ab(x-y)^2\ge0,
\]

and the linear term \(-2t\) does not affect convexity. Integration gives \(c(l)=l^3/3-l^2\), so \(l^2c(1)-c(l)=-\tfrac23l^2-\tfrac13l^3+l^2=l^2(1-l)/3\).

## The Lean file

```lean
import Mathlib

open Set

namespace UnscaledDoubleHybrid

noncomputable section

/-- The correlation energy at coupling strength `l`: the integral of the
adiabatic-connection integrand `w` from `0` to `l`. -/
def couplingCorrelation (w : ℝ → ℝ) (l : ℝ) : ℝ := ∫ t in (0 : ℝ)..l, w t

/-- The correlation energy left to the density functional in a one-parameter double hybrid:
the integral of the integrand `w` from `l` to full coupling. -/
def complementCorrelation (w : ℝ → ℝ) (l : ℝ) : ℝ := ∫ t in l..(1 : ℝ), w t

/-- The complement correlation energy without density scaling: the fraction `1 - l ^ 2` of the
correlation energy at full coupling. -/
def unscaledComplement (w : ℝ → ℝ) (l : ℝ) : ℝ := (1 - l ^ 2) * couplingCorrelation w 1

/-- A convex integrand on `[0,1]` that vanishes at zero coupling satisfies
`w (l t) ≤ l w t` for `l` and `t` in `[0,1]`. -/
theorem integrand_scaling_le {w : ℝ → ℝ} (hc : ConvexOn ℝ (Icc 0 1) w) (h0 : w 0 = 0)
    {l t : ℝ} (hl : l ∈ Icc (0 : ℝ) 1) (ht : t ∈ Icc (0 : ℝ) 1) :
    w (l * t) ≤ l * w t := by
  have h := hc.2 ht (show (0 : ℝ) ∈ Icc (0 : ℝ) 1 from ⟨le_rfl, zero_le_one⟩)
    hl.1 (sub_nonneg.mpr hl.2) (by ring)
  simpa only [smul_eq_mul, h0, mul_zero, add_zero] using h

/-- The correlation energy at coupling `l` is `l` times the integral over `[0,1]` of the integrand
at coupling `l t`. -/
theorem couplingCorrelation_eq (w : ℝ → ℝ) (l : ℝ) :
    couplingCorrelation w l = l * ∫ t in (0 : ℝ)..1, w (l * t) := by
  rw [intervalIntegral.mul_integral_comp_mul_left, mul_zero, mul_one]
  rfl

/-- For a continuous convex integrand on `[0,1]` that vanishes at zero coupling, the correlation
energy at coupling `l` in `[0,1]` is at most `l ^ 2` times that at full coupling. -/
theorem couplingCorrelation_le {w : ℝ → ℝ} (hw : ContinuousOn w (Icc 0 1))
    (hc : ConvexOn ℝ (Icc 0 1) w) (h0 : w 0 = 0) {l : ℝ} (hl : l ∈ Icc (0 : ℝ) 1) :
    couplingCorrelation w l ≤ l ^ 2 * couplingCorrelation w 1 := by
  have hcont : ContinuousOn (fun t => w (l * t)) (Icc 0 1) :=
    hw.comp (continuous_const.mul continuous_id).continuousOn
      (fun t ht => ⟨mul_nonneg hl.1 ht.1, mul_le_one₀ hl.2 ht.1 ht.2⟩)
  have hcont' : ContinuousOn (fun t => l * w t) (Icc 0 1) := continuousOn_const.mul hw
  -- integrate the pointwise scaling inequality
  have h : ∫ t in (0 : ℝ)..1, w (l * t) ≤ ∫ t in (0 : ℝ)..1, l * w t :=
    intervalIntegral.integral_mono_on zero_le_one
      (hcont.intervalIntegrable_of_Icc zero_le_one)
      (hcont'.intervalIntegrable_of_Icc zero_le_one)
      (fun t ht => integrand_scaling_le hc h0 hl ht)
  rw [intervalIntegral.integral_const_mul] at h
  rw [couplingCorrelation_eq w l]
  calc l * ∫ t in (0 : ℝ)..1, w (l * t)
      ≤ l * (l * ∫ t in (0 : ℝ)..1, w t) := mul_le_mul_of_nonneg_left h hl.1
    _ = l ^ 2 * couplingCorrelation w 1 := by unfold couplingCorrelation; ring

/-- A convex integrand on `[0,1]` that vanishes at zero coupling and obeys `w (l t) = l w t` on
`[0,1]` for one `l` in `(0,1)` is linear in the coupling strength. -/
theorem linear_of_scaling {w : ℝ → ℝ} (hc : ConvexOn ℝ (Icc 0 1) w) (h0 : w 0 = 0)
    {l : ℝ} (hl : l ∈ Ioo (0 : ℝ) 1) (hs : ∀ t ∈ Icc (0 : ℝ) 1, w (l * t) = l * w t) :
    ∀ t ∈ Icc (0 : ℝ) 1, w t = t * w 1 := by
  -- the integrand is known at all powers of `l`
  have hpow : ∀ n : ℕ, w (l ^ n) = l ^ n * w 1 := by
    intro n
    induction n with
    | zero => simp
    | succ n ih =>
      rw [pow_succ', hs _ ⟨pow_nonneg hl.1.le n, pow_le_one₀ hl.1.le hl.2.le⟩, ih]
      ring
  intro t ht
  rcases ht.1.eq_or_lt with h | hpos
  · rw [← h, h0, zero_mul]
  apply le_antisymm
  · have h := integrand_scaling_le hc h0 ht (show (1 : ℝ) ∈ Icc (0 : ℝ) 1 from ⟨zero_le_one, le_rfl⟩)
    rwa [mul_one] at h
  · -- compare `t` with a power of `l` below it
    obtain ⟨n, hn⟩ := exists_pow_lt_of_lt_one hpos hl.2
    have hr : 0 < l ^ n / t := div_pos (pow_pos hl.1 n) hpos
    have hr1 : l ^ n / t ≤ 1 := (div_le_one hpos).mpr hn.le
    have hrt : l ^ n / t * t = l ^ n := div_mul_cancel₀ _ hpos.ne'
    have h := integrand_scaling_le hc h0 ⟨hr.le, hr1⟩ ht
    rw [hrt, hpow n] at h
    refine le_of_mul_le_mul_left ?_ hr
    rwa [← mul_assoc, hrt]

/-- For a continuous convex integrand on `[0,1]` that vanishes at zero coupling, the correlation
energy at one given coupling `l` in `(0,1)` equals `l ^ 2` times that at full coupling if and only
if the integrand is linear on `[0,1]`. -/
theorem couplingCorrelation_eq_iff {w : ℝ → ℝ} (hw : ContinuousOn w (Icc 0 1))
    (hc : ConvexOn ℝ (Icc 0 1) w) (h0 : w 0 = 0) {l : ℝ} (hl : l ∈ Ioo (0 : ℝ) 1) :
    couplingCorrelation w l = l ^ 2 * couplingCorrelation w 1 ↔
      ∀ t ∈ Icc (0 : ℝ) 1, w t = t * w 1 := by
  have hl' : l ∈ Icc (0 : ℝ) 1 := ⟨hl.1.le, hl.2.le⟩
  have hmem : ∀ t ∈ Icc (0 : ℝ) 1, l * t ∈ Icc (0 : ℝ) 1 :=
    fun t ht => ⟨mul_nonneg hl'.1 ht.1, mul_le_one₀ hl'.2 ht.1 ht.2⟩
  have hsq : l ^ 2 * couplingCorrelation w 1 = l * ∫ t in (0 : ℝ)..1, l * w t := by
    rw [intervalIntegral.integral_const_mul]
    unfold couplingCorrelation
    ring
  rw [hsq, couplingCorrelation_eq w l]
  constructor
  · intro heq
    have hint := mul_left_cancel₀ hl.1.ne' heq
    refine linear_of_scaling hc h0 hl (fun t ht => ?_)
    by_contra hne
    -- a strict inequality at one point would make the integrals differ
    have hlt := intervalIntegral.integral_lt_integral_of_continuousOn_of_le_of_exists_lt
      (f := fun t => w (l * t)) (g := fun t => l * w t) zero_lt_one
      (hw.comp (continuous_const.mul continuous_id).continuousOn hmem)
      (continuousOn_const.mul hw)
      (fun s hs => integrand_scaling_le hc h0 hl' ⟨hs.1.le, hs.2⟩)
      ⟨t, ht, lt_of_le_of_ne (integrand_scaling_le hc h0 hl' ht) hne⟩
    exact hlt.ne hint
  · intro hlin
    congr 1
    apply intervalIntegral.integral_congr
    intro t ht
    rw [uIcc_of_le zero_le_one] at ht
    change w (l * t) = l * w t
    rw [hlin _ (hmem t ht), hlin t ht]
    ring

/-- For a continuous convex integrand on `[0,1]` that vanishes at zero coupling and `l` in `(0,1)`,
the complement without density scaling is at most the exact one, with equality if and only if
the integrand is linear. -/
theorem unscaledComplement_le {w : ℝ → ℝ} (hw : ContinuousOn w (Icc 0 1))
    (hc : ConvexOn ℝ (Icc 0 1) w) (h0 : w 0 = 0) {l : ℝ} (hl : l ∈ Ioo (0 : ℝ) 1) :
    unscaledComplement w l ≤ complementCorrelation w l ∧
      (unscaledComplement w l = complementCorrelation w l ↔
        ∀ t ∈ Icc (0 : ℝ) 1, w t = t * w 1) := by
  -- the two coupling ranges add up to the full correlation energy
  have hadd : couplingCorrelation w l + complementCorrelation w l = couplingCorrelation w 1 :=
    intervalIntegral.integral_add_adjacent_intervals
      ((hw.mono (Icc_subset_Icc le_rfl hl.2.le)).intervalIntegrable_of_Icc hl.1.le)
      ((hw.mono (Icc_subset_Icc hl.1.le le_rfl)).intervalIntegrable_of_Icc hl.2.le)
  have hle := couplingCorrelation_le hw hc h0 ⟨hl.1.le, hl.2.le⟩
  rw [← couplingCorrelation_eq_iff hw hc h0 hl]
  unfold unscaledComplement
  refine ⟨by linarith, fun h => by linarith, fun h => by linarith⟩

/-- The integrand `t ^ 2 - 2 t` is convex on `[0,1]`, and for it `l ^ 2` times the correlation
energy at full coupling, minus the correlation energy at coupling `l`, is `l ^ 2 (1 - l) / 3`. -/
theorem quadratic_integrand_error (l : ℝ) :
    ConvexOn ℝ (Icc 0 1) (fun t : ℝ => t ^ 2 - 2 * t) ∧
      l ^ 2 * couplingCorrelation (fun t => t ^ 2 - 2 * t) 1
        - couplingCorrelation (fun t => t ^ 2 - 2 * t) l = l ^ 2 * (1 - l) / 3 := by
  constructor
  · refine ⟨convex_Icc 0 1, ?_⟩
    intro x _ y _ a b ha hb hab
    obtain rfl : b = 1 - a := by linarith
    simp only [smul_eq_mul]
    nlinarith [mul_nonneg (mul_nonneg ha hb) (sq_nonneg (x - y))]
  · -- integrate with the antiderivative `t ^ 3 / 3 - t ^ 2`
    have hint : ∀ b : ℝ, couplingCorrelation (fun t => t ^ 2 - 2 * t) b = b ^ 3 / 3 - b ^ 2 := by
      intro b
      have hd : ∀ x ∈ uIcc (0 : ℝ) b,
          HasDerivAt (fun t : ℝ => t ^ 3 / 3 - t ^ 2) (x ^ 2 - 2 * x) x := fun x _ =>
        (((hasDerivAt_pow 3 x).div_const 3).fun_sub (hasDerivAt_pow 2 x)).congr_deriv
          (by norm_num)
      have hi : Continuous (fun t : ℝ => t ^ 2 - 2 * t) := by fun_prop
      unfold couplingCorrelation
      rw [intervalIntegral.integral_eq_sub_of_hasDerivAt hd (hi.intervalIntegrable 0 b)]
      ring
    rw [hint, hint]
    ring

end

end UnscaledDoubleHybrid
```

```lean
#print axioms UnscaledDoubleHybrid.unscaledComplement_le
-- 'UnscaledDoubleHybrid.unscaledComplement_le' depends on axioms: [propext, Classical.choice, Quot.sound]
#print axioms UnscaledDoubleHybrid.quadratic_integrand_error
-- 'UnscaledDoubleHybrid.quadratic_integrand_error' depends on axioms: [propext, Classical.choice, Quot.sound]
```

## From points to integrals and back

`integrand_scaling_le` applies the convexity inequality to the points \(t\) and 0 with weights \(l\) and \(1-l\). `couplingCorrelation_eq` is the substitution \(s=lt\). The bound combines them through `intervalIntegral.integral_mono_on`, with continuity supplying integrability of both sides.

`linear_of_scaling` contains the power argument and needs no continuity. Induction gives `hpow`, the values at \(l^n\); `exists_pow_lt_of_lt_one` finds a power below \(t\); and `le_antisymm` joins the two bounds on \(w(t)\).

In `couplingCorrelation_eq_iff`, the forward direction cancels \(l\) and argues by contradiction. If \(w(lt)\ne l\,w(t)\) at some point, the inequality is strict there, and continuity makes the integrals differ. The converse shows that the two integrands agree on \([0,1]\).

`unscaledComplement_le` joins the two coupling ranges with `integral_add_adjacent_intervals`, after which `linarith` transfers both the inequality and the equality condition. In the example, `nlinarith` receives the nonnegative term \(ab(x-y)^2\), and the integral comes from the antiderivative \(t^3/3-t^2\).
